# The lowering tower of a highest-weight vector and the Casimir value $j(j+1)$

## Question

Take $\hbar = 1$ and let $J_z$, $J_+$, $J_-$ be linear maps on a complex vector space $V$ with $[J_z, J_\pm] = \pm J_\pm$ and $[J_+, J_-] = 2J_z$, where $[A,B] = AB - BA$. Define $J^2 = J_z^2 + \tfrac12(J_+J_- + J_-J_+)$, and let $v$ be a vector and $j$ a number with $J_+v = 0$ and $J_zv = jv$. The textbook claim is that the states reached by lowering $v$ form a closed multiplet: the span of all $J_-^kv$ is mapped into itself by $J_+$, $J_-$, $J_z$, and $J^2$ acts on it as $j(j+1)$. How is this stated and proved in Lean 4 with Mathlib, and what does it need?

## Answer

### Modelling choices

The operators `Jz`, `Jp`, `Jm` have type `Module.End ℂ V`, in which the product is composition, so `Jz * Jm` applies $J_-$ first. The space $V$ has any dimension and no inner product, and `j : ℂ` is an arbitrary complex number. With $J_\pm = J_x \pm iJ_y$, the definition `casimir` is the usual $J_x^2 + J_y^2 + J_z^2$.

The structure `LoweringRelations` assumes only $[J_z,J_-] = -J_-$ (field `zm`) and $[J_+,J_-] = 2J_z$ (field `pm`); the argument uses nothing more, so the theorems apply in particular when all three relations hold. `IsHighestWeight` holds $J_+v = 0$ (`raise`) and $J_zv = jv$ (`weight`), and allows $v = 0$. Write $v_k = J_-^kv$ for $k = 0,1,2,\dots$, which is `(Jm ^ k) v`. The subspace `tower Jm v`, called $T$ below, consists of the finite linear combinations of the $v_k$.

### Derivation by hand

1. From $J_+J_- = J_-J_+ + 2J_z$ follows $J^2 = J_-J_+ + J_z^2 + J_z$.

2. $J_zv_k = (j-k)v_k$. For $k = 0$ this is the hypothesis, and inductively
$$J_zv_{k+1} = J_-J_zv_k - J_-v_k = (j-k-1)\,v_{k+1}.$$

3. $J_+v_{k+1} = c_kv_k$ with $c_k = (k+1)(2j-k)$. For $k = 0$, $J_+J_-v = J_-J_+v + 2J_zv = 2jv$. Inductively,
$$J_+v_{k+2} = J_-J_+v_{k+1} + 2J_zv_{k+1} = \big[c_k + 2(j-k-1)\big]v_{k+1},$$
and the bracket equals $2j(k+2) - (k+1)(k+2) = c_{k+1}$.

4. $J^2v_k = j(j+1)v_k$. On $v_0 = v$ the term $J_-J_+$ vanishes and $j^2 + j$ remains. On $v_{k+1}$ steps 1 to 3 give the factor
$$c_k + (j-k-1)^2 + (j-k-1) = 2j(k+1) - k(k+1) + j^2 - (2k+1)j + k(k+1) = j^2 + j.$$

5. Each generator is sent into $T$, since $J_-v_k = v_{k+1}$, $J_zv_k = (j-k)v_k$, $J_+v_0 = 0$ and $J_+v_{k+1} = c_kv_k$. By linearity the same holds for every $w \in T$, and $J^2w = j(j+1)w$.

The third commutator follows on $T$. On $v_0$ both sides of $[J_z,J_+]v_0 = J_+v_0$ vanish, and $[J_z,J_+]v_{k+1} = c_k(j-k)v_k - (j-k-1)c_kv_k = c_kv_k = J_+v_{k+1}$.

If $v_n \neq 0$ and $v_{n+1} = 0$ for a natural number $n$, step 3 gives $0 = (n+1)(2j-n)v_n$, hence $2j = n$. If $V$ is finite-dimensional and $v \neq 0$, such an $n$ exists. Otherwise every $v_k$ would be nonzero by induction, and the $v_k$ would be infinitely many eigenvectors of $J_z$ with distinct eigenvalues $j-k$, hence linearly independent.

### The file

```lean
import Mathlib

namespace HighestWeightTower

noncomputable section

variable {V : Type*} [AddCommGroup V] [Module ℂ V]

/-- The two ladder relations that involve the lowering operator:
`[Jz, J-] = -J-` and `[J+, J-] = 2 Jz`. -/
structure LoweringRelations (Jz Jp Jm : Module.End ℂ V) : Prop where
  zm : Jz * Jm - Jm * Jz = -Jm
  pm : Jp * Jm - Jm * Jp = (2 : ℂ) • Jz

/-- The vector `v` satisfies `J+ v = 0` and `Jz v = j v`. -/
structure IsHighestWeight (Jz Jp : Module.End ℂ V) (j : ℂ) (v : V) : Prop where
  raise : Jp v = 0
  weight : Jz v = j • v

/-- The Casimir operator `J² = Jz² + (J+ J- + J- J+) / 2`. -/
def casimir (Jz Jp Jm : Module.End ℂ V) : Module.End ℂ V :=
  Jz * Jz + (1 / 2 : ℂ) • (Jp * Jm + Jm * Jp)

/-- The span of all vectors `J-^k v`, `k = 0, 1, 2, ...`. -/
def tower (Jm : Module.End ℂ V) (v : V) : Submodule ℂ V :=
  Submodule.span ℂ (Set.range fun k : ℕ => (Jm ^ k) v)

variable {Jz Jp Jm : Module.End ℂ V} {j : ℂ} {v : V}

/-- One more lowering step: `J-^(k+1) v = J- (J-^k v)`. -/
theorem lower_succ (Jm : Module.End ℂ V) (v : V) (k : ℕ) :
    (Jm ^ (k + 1)) v = Jm ((Jm ^ k) v) := by
  have e := LinearMap.congr_fun (pow_succ' Jm k) v
  exact e

/-- The Casimir operator equals `J- J+ + Jz² + Jz`. -/
theorem casimir_eq (h : LoweringRelations Jz Jp Jm) :
    casimir Jz Jp Jm = Jm * Jp + Jz * Jz + Jz := by
  apply LinearMap.ext
  intro x
  have e := LinearMap.congr_fun h.pm x
  change Jp (Jm x) - Jm (Jp x) = (2 : ℂ) • Jz x at e
  change Jz (Jz x) + (1 / 2 : ℂ) • (Jp (Jm x) + Jm (Jp x))
    = Jm (Jp x) + Jz (Jz x) + Jz x
  linear_combination (norm := module) (1 / 2 : ℂ) • e

/-- `Jz J-^k v = (j - k) J-^k v`. -/
theorem jz_lower (h : LoweringRelations Jz Jp Jm) (hv : IsHighestWeight Jz Jp j v) (k : ℕ) :
    Jz ((Jm ^ k) v) = (j - (k : ℂ)) • (Jm ^ k) v := by
  induction k with
  | zero => simpa using hv.weight
  | succ k ih =>
    -- commute Jz past the outermost J-
    have e := LinearMap.congr_fun h.zm ((Jm ^ k) v)
    change Jz (Jm ((Jm ^ k) v)) - Jm (Jz ((Jm ^ k) v)) = -Jm ((Jm ^ k) v) at e
    rw [ih, map_smul] at e
    rw [lower_succ Jm v k]
    push_cast
    linear_combination (norm := module) e

/-- `J+ J-^(k+1) v = (k + 1)(2j - k) J-^k v`. -/
theorem jp_lower (h : LoweringRelations Jz Jp Jm) (hv : IsHighestWeight Jz Jp j v) (k : ℕ) :
    Jp ((Jm ^ (k + 1)) v) = (((k : ℂ) + 1) * (2 * j - (k : ℂ))) • (Jm ^ k) v := by
  induction k with
  | zero =>
    have e := LinearMap.congr_fun h.pm v
    change Jp (Jm v) - Jm (Jp v) = (2 : ℂ) • Jz v at e
    rw [hv.raise, hv.weight, map_zero] at e
    have h0 : (Jm ^ 0) v = v := by simp
    rw [lower_succ Jm v 0, h0]
    push_cast
    linear_combination (norm := module) e
  | succ k ih =>
    -- commute J+ past the outermost J-, picking up 2 Jz
    have e := LinearMap.congr_fun h.pm ((Jm ^ (k + 1)) v)
    change Jp (Jm ((Jm ^ (k + 1)) v)) - Jm (Jp ((Jm ^ (k + 1)) v))
      = (2 : ℂ) • Jz ((Jm ^ (k + 1)) v) at e
    rw [ih, jz_lower h hv (k + 1), map_smul, ← lower_succ Jm v k] at e
    rw [lower_succ Jm v (k + 1)]
    push_cast at e ⊢
    linear_combination (norm := module) e

/-- `J² J-^k v = j (j + 1) J-^k v`. -/
theorem casimir_lower (h : LoweringRelations Jz Jp Jm) (hv : IsHighestWeight Jz Jp j v)
    (k : ℕ) : casimir Jz Jp Jm ((Jm ^ k) v) = (j * (j + 1)) • (Jm ^ k) v := by
  rw [casimir_eq h]
  change Jm (Jp ((Jm ^ k) v)) + Jz (Jz ((Jm ^ k) v)) + Jz ((Jm ^ k) v) = _
  have hz := jz_lower h hv k
  rw [hz, map_smul, hz]
  cases k with
  | zero =>
    have h0 : (Jm ^ 0) v = v := by simp
    rw [h0, hv.raise, map_zero]
    push_cast
    module
  | succ k =>
    -- (k+1)(2j-k) + (j-k-1)² + (j-k-1) = j(j+1)
    rw [jp_lower h hv k, map_smul, ← lower_succ Jm v k]
    push_cast
    module

/-- Main theorem: the span of all `J-^k v` is invariant under `J+`, `J-` and `Jz`,
and the Casimir operator acts on it as multiplication by `j (j + 1)`. -/
theorem tower_invariant_and_casimir (h : LoweringRelations Jz Jp Jm)
    (hv : IsHighestWeight Jz Jp j v) :
    ∀ w ∈ tower Jm v, Jp w ∈ tower Jm v ∧ Jm w ∈ tower Jm v ∧ Jz w ∈ tower Jm v ∧
      casimir Jz Jp Jm w = (j * (j + 1)) • w := by
  have gen : ∀ k : ℕ, (Jm ^ k) v ∈ tower Jm v := fun k => Submodule.subset_span ⟨k, rfl⟩
  intro w hw
  change w ∈ Submodule.span ℂ (Set.range fun k : ℕ => (Jm ^ k) v) at hw
  induction hw using Submodule.span_induction with
  | mem x hx =>
    -- on the generators use the explicit action
    obtain ⟨k, hk⟩ := hx
    have hk' : (Jm ^ k) v = x := hk
    rw [← hk']
    refine ⟨?_, ?_, ?_, casimir_lower h hv k⟩
    · cases k with
      | zero =>
        have h0 : (Jm ^ 0) v = v := by simp
        rw [h0, hv.raise]
        exact Submodule.zero_mem _
      | succ k =>
        rw [jp_lower h hv k]
        exact Submodule.smul_mem _ _ (gen k)
    · rw [← lower_succ Jm v k]
      exact gen (k + 1)
    · rw [jz_lower h hv k]
      exact Submodule.smul_mem _ _ (gen k)
  | zero => simp
  | add x y _ _ hx hy =>
    obtain ⟨hx1, hx2, hx3, hx4⟩ := hx
    obtain ⟨hy1, hy2, hy3, hy4⟩ := hy
    refine ⟨?_, ?_, ?_, ?_⟩
    · rw [map_add]
      exact Submodule.add_mem _ hx1 hy1
    · rw [map_add]
      exact Submodule.add_mem _ hx2 hy2
    · rw [map_add]
      exact Submodule.add_mem _ hx3 hy3
    · rw [map_add, hx4, hy4, smul_add]
  | smul a x _ hx =>
    obtain ⟨hx1, hx2, hx3, hx4⟩ := hx
    refine ⟨?_, ?_, ?_, ?_⟩
    · rw [map_smul]
      exact Submodule.smul_mem _ _ hx1
    · rw [map_smul]
      exact Submodule.smul_mem _ _ hx2
    · rw [map_smul]
      exact Submodule.smul_mem _ _ hx3
    · rw [map_smul, hx4]
      module

/-- The remaining ladder relation `[Jz, J+] w = J+ w` holds for every `w` in the span
of the `J-^k v`. -/
theorem raising_relation_on_tower (h : LoweringRelations Jz Jp Jm)
    (hv : IsHighestWeight Jz Jp j v) :
    ∀ w ∈ tower Jm v, Jz (Jp w) - Jp (Jz w) = Jp w := by
  intro w hw
  change w ∈ Submodule.span ℂ (Set.range fun k : ℕ => (Jm ^ k) v) at hw
  induction hw using Submodule.span_induction with
  | mem x hx =>
    obtain ⟨k, hk⟩ := hx
    have hk' : (Jm ^ k) v = x := hk
    rw [← hk']
    cases k with
    | zero =>
      have h0 : (Jm ^ 0) v = v := by simp
      rw [h0, hv.weight, map_smul, hv.raise]
      simp
    | succ k =>
      rw [jz_lower h hv (k + 1), map_smul, jp_lower h hv k, map_smul, jz_lower h hv k]
      push_cast
      module
  | zero => simp
  | add x y _ _ hx hy =>
    simp only [map_add]
    linear_combination (norm := module) hx + hy
  | smul a x _ hx =>
    simp only [map_smul]
    linear_combination (norm := module) a • hx

/-- The span of the `J-^k v` lies in every `J-`-invariant subspace that contains `v`. -/
theorem tower_le_of_invariant (W : Submodule ℂ V) (hvW : v ∈ W)
    (hW : ∀ w ∈ W, Jm w ∈ W) : tower Jm v ≤ W := by
  have hall : ∀ k : ℕ, (Jm ^ k) v ∈ W := by
    intro k
    induction k with
    | zero => simpa using hvW
    | succ k ih =>
      rw [lower_succ Jm v k]
      exact hW _ ih
  unfold tower
  refine Submodule.span_le.mpr ?_
  rintro _ ⟨k, rfl⟩
  exact hall k

/-- If `J-^n v ≠ 0` and `J-^(n+1) v = 0`, then `2 j = n`. -/
theorem two_j_eq_of_terminates (h : LoweringRelations Jz Jp Jm)
    (hv : IsHighestWeight Jz Jp j v) (n : ℕ) (hn : (Jm ^ n) v ≠ 0)
    (hz : (Jm ^ (n + 1)) v = 0) : 2 * j = (n : ℂ) := by
  -- apply J+ to the first vanishing vector
  have e := jp_lower h hv n
  rw [hz, map_zero] at e
  have hn1 : (n : ℂ) + 1 ≠ 0 := by exact_mod_cast Nat.succ_ne_zero n
  rcases smul_eq_zero.mp e.symm with hc | hc
  · rcases mul_eq_zero.mp hc with h1 | h1
    · exact absurd h1 hn1
    · linear_combination h1
  · exact absurd hc hn

/-- In finite dimension with `v ≠ 0` there is a natural number `n` with `2 j = n`,
`J-^n v ≠ 0` and `J-^(n+1) v = 0`. -/
theorem two_j_natural [FiniteDimensional ℂ V] (h : LoweringRelations Jz Jp Jm)
    (hv : IsHighestWeight Jz Jp j v) (hv0 : v ≠ 0) :
    ∃ n : ℕ, 2 * j = (n : ℂ) ∧ (Jm ^ n) v ≠ 0 ∧ (Jm ^ (n + 1)) v = 0 := by
  have hex : ∃ n : ℕ, (Jm ^ n) v ≠ 0 ∧ (Jm ^ (n + 1)) v = 0 := by
    by_contra hcon
    have hall : ∀ k : ℕ, (Jm ^ k) v ≠ 0 := by
      intro k
      induction k with
      | zero => simpa using hv0
      | succ k ih => exact fun hz => hcon ⟨k, ih, hz⟩
    have hinj : Function.Injective fun k : ℕ => j - (k : ℂ) := by
      intro a b hab
      have hab' : j - (a : ℂ) = j - (b : ℂ) := hab
      have hc : (a : ℂ) = (b : ℂ) := by linear_combination -hab'
      exact_mod_cast hc
    -- infinitely many eigenvectors of Jz with distinct eigenvalues
    have hli : LinearIndependent ℂ fun k : ℕ => (Jm ^ k) v :=
      Module.End.eigenvectors_linearIndependent' Jz (fun k : ℕ => j - (k : ℂ)) hinj
        (fun k : ℕ => (Jm ^ k) v)
        (fun k => ⟨Module.End.mem_eigenspace_iff.mpr (jz_lower h hv k), hall k⟩)
    exact Module.Finite.not_linearIndependent_of_infinite _ hli
  obtain ⟨n, hn, hz⟩ := hex
  exact ⟨n, two_j_eq_of_terminates h hv n hn hz, hn, hz⟩

/-- Spin-1/2 `Jz` on `ℂ²`: `(a, b) ↦ (a / 2, -b / 2)`. -/
def halfZ : Module.End ℂ (ℂ × ℂ) where
  toFun x := (x.1 / 2, -x.2 / 2)
  map_add' x y := by apply Prod.ext <;> simp <;> ring
  map_smul' c x := by apply Prod.ext <;> simp <;> ring

/-- Spin-1/2 `J+` on `ℂ²`: `(a, b) ↦ (b, 0)`. -/
def halfP : Module.End ℂ (ℂ × ℂ) where
  toFun x := (x.2, 0)
  map_add' x y := by apply Prod.ext <;> simp
  map_smul' c x := by apply Prod.ext <;> simp

/-- Spin-1/2 `J-` on `ℂ²`: `(a, b) ↦ (0, a)`. -/
def halfM : Module.End ℂ (ℂ × ℂ) where
  toFun x := (0, x.1)
  map_add' x y := by apply Prod.ext <;> simp
  map_smul' c x := by apply Prod.ext <;> simp

/-- The spin-1/2 operators obey all three ladder relations, and `v = (1, 0)` satisfies
`J+ v = 0`, `Jz v = v / 2` and `J- v ≠ 0`. -/
theorem spin_half_witness :
    LoweringRelations halfZ halfP halfM ∧ halfZ * halfP - halfP * halfZ = halfP ∧
      IsHighestWeight halfZ halfP (1 / 2) ((1, 0) : ℂ × ℂ) ∧
      halfM ((1, 0) : ℂ × ℂ) ≠ 0 := by
  refine ⟨⟨?_, ?_⟩, ?_, ⟨?_, ?_⟩, ?_⟩
  · apply LinearMap.ext
    intro x
    apply Prod.ext <;> simp [halfZ, halfM]
    ring
  · apply LinearMap.ext
    intro x
    apply Prod.ext <;> simp [halfZ, halfP, halfM] <;> ring
  · apply LinearMap.ext
    intro x
    apply Prod.ext <;> simp [halfZ, halfP]
    ring
  · apply Prod.ext <;> simp [halfP]
  · apply Prod.ext <;> simp [halfZ]
  · simp [halfM]

end

end HighestWeightTower
```

```lean
#print axioms HighestWeightTower.tower_invariant_and_casimir
#print axioms HighestWeightTower.raising_relation_on_tower
#print axioms HighestWeightTower.tower_le_of_invariant
#print axioms HighestWeightTower.two_j_natural
```

```
'HighestWeightTower.tower_invariant_and_casimir' depends on axioms: [propext, Classical.choice, Quot.sound]
'HighestWeightTower.raising_relation_on_tower' depends on axioms: [propext, Classical.choice, Quot.sound]
'HighestWeightTower.tower_le_of_invariant' depends on axioms: [propext, Classical.choice, Quot.sound]
'HighestWeightTower.two_j_natural' depends on axioms: [propext, Classical.choice, Quot.sound]
```

### Remarks

**The statements.** The docstrings do not repeat the standing hypotheses: `casimir_eq` assumes `LoweringRelations`, and `jz_lower`, `jp_lower`, `casimir_lower`, `tower_invariant_and_casimir`, `raising_relation_on_tower`, `two_j_eq_of_terminates` and `two_j_natural` assume both `LoweringRelations` and `IsHighestWeight`. The main theorem `tower_invariant_and_casimir` says that for every $w \in T$ the vectors $J_+w$, $J_-w$, $J_zw$ lie in $T$ and $J^2w = j(j+1)w$. `raising_relation_on_tower` gives $[J_z,J_+]w = J_+w$ for $w \in T$ and says nothing about vectors outside $T$. `tower_le_of_invariant` needs no commutation relation: any subspace $W$ that contains $v$ and is mapped into itself by $J_-$ contains $T$. `two_j_eq_of_terminates` holds in any dimension, given a last nonzero $v_n$, and `two_j_natural` supplies that $n$ from `FiniteDimensional ℂ V` and `v ≠ 0`, so that $j \in \{0, \tfrac12, 1, \dots\}$.

**The proofs.** `lower_succ` is $v_{k+1} = J_-v_k$. In `casimir_eq`, `jz_lower` and `jp_lower` (steps 1 to 3) a commutator is applied to one vector by `LinearMap.congr_fun`, giving an equation `e`, and `change` writes the operator products as successive applications. In the two inductions, `rw [ih, map_smul]` and its longer counterpart insert the induction hypothesis and pull the scalar through $J_-$. Then `linear_combination (norm := module) e` checks that the goal differs from `e` by an identity among scalar coefficients, which in the successor case of `jp_lower` is $c_k + 2(j-k-1) = c_{k+1}$; step 1 uses half of `e`. `casimir_lower` is step 4: it splits into $k = 0$ and $k+1$, and `module` verifies the polynomial identity. Step 5 is `Submodule.span_induction`, whose case `mem` uses the explicit action on $v_k$ and whose cases `zero`, `add`, `smul` are linearity; `raising_relation_on_tower` has the same four cases. `two_j_eq_of_terminates` applies `smul_eq_zero` and `mul_eq_zero` to $c_nv_n = 0$ and excludes $v_n = 0$ and $n + 1 = 0$. In `two_j_natural`, `hall` states that all $v_k$ are nonzero, `hinj` that the eigenvalues are distinct, `Module.End.eigenvectors_linearIndependent'` yields independence, and `Module.Finite.not_linearIndependent_of_infinite` gives the contradiction.

**Scope.** The vector $v$ is assumed; its existence in a given $V$ is not derived. The theorems do not state that $T$ has dimension $2j+1$, that it is irreducible, or that $V$ splits into such multiplets. In infinite dimension the algebraic assumptions alone, without an inner product, leave $j$ unrestricted as long as the $v_k$ never vanish, and termination is not deduced from $2j$ being a natural number.

**Normalisation.** The $v_k$ are unnormalised, and since the file has no inner product the following translation was not formalised. If $J_+ = J_-^\dagger$ and $j$ is real, step 3 gives $\|v_{k+1}\|^2 = c_k\|v_k\|^2$. Since $c_k < 0$ for $k > 2j$, the $v_k$ cannot all be nonzero, so for $v \neq 0$ the number $2j$ is natural in infinite dimension too. With $m = j-k$ and $|j,m\rangle = v_k/\|v_k\|$ for nonzero $v_k$, the coefficient is $c_k = (j+m)(j-m+1)$, so $J_-|j,m\rangle = \sqrt{(j+m)(j-m+1)}\,|j,m-1\rangle$ whenever $v_{k+1} \neq 0$.

**Smallest cases.** For $v = 0$ the tower is the zero subspace and the main theorem is trivial. For $j = 0$, $v \neq 0$ and finite dimension, `two_j_natural` forces $n = 0$, so $J_-v = 0$: this is the singlet, with $J^2v = 0$. For spin $\tfrac12$, the maps `halfZ`, `halfP`, `halfM` send $(a,b) \in \mathbb{C}^2$ to $(a/2, -b/2)$, $(b,0)$ and $(0,a)$. `spin_half_witness` shows that they obey all three commutators, and that $v = (1,0)$ has $J_+v = 0$, $J_zv = v/2$ and $J_-v \neq 0$. The main theorem then gives $J^2 = \tfrac12\cdot\tfrac32 = \tfrac34$ on the tower of this $v$.

**Use.** In electronic structure, with $S_z$, $S_\pm$ the total-spin operators, repeatedly applying $S_-$ to a many-electron state $\psi$ with $S_+\psi = 0$ and $S_z\psi = S\psi$ for a number $S$ produces, until the result is zero after $2S+1$ steps, states on which the squared total spin acts as $S(S+1)$. No Hamiltonian and no energies enter this statement.
